# Energy difference of two occupation configurations under a symmetric pair interaction

On a finite set of sites, a configuration `n` has the energy `∑ i, φ i * n i + 1 / 2 * ∑ i, ∑ j, V i j * n i * n j`, with real site energies, a real symmetric interaction `V`, and occupations that may be any real numbers. The theorem `energy_difference` states that going from `n` to `m` changes this energy by the sum of the occupation changes, each weighted by its site's level in `n`, plus half the double sum of `V i j * (m i - n i) * (m j - n j)`. The level of site `i` is `φ i + ∑ k, V i k * n k`, in which the term `k = i` is included. The proof shows from the symmetry of `V` that the two mixed double sums agree (`hx`), expands the level term (`hl`) and the quadratic term (`hd`), and combines the three with `linear_combination`.

In Lean, a first try:

```lean
import Mathlib

open Finset

namespace EnergyDifference

noncomputable section

variable {ι : Type*} [Fintype ι]

/-- Energy of a configuration: site energies `φ` plus pair interactions `V`, each pair
counted once. -/
def energy (φ : ι → ℝ) (V : ι → ι → ℝ) (n : ι → ℝ) : ℝ :=
  ∑ i, φ i * n i + 1 / 2 * ∑ i, ∑ j, V i j * n i * n j

/-- Single-particle level of site `i`: its site energy plus the potential of the
electrons present. -/
def level (φ : ι → ℝ) (V : ι → ι → ℝ) (n : ι → ℝ) (i : ι) : ℝ :=
  φ i + ∑ k, V i k * n k

/-- For a symmetric interaction, the energy difference of two configurations is the
level-weighted change of occupation plus the interaction energy of the changes. -/
theorem energy_difference (φ : ι → ℝ) {V : ι → ι → ℝ} (hV : ∀ i j, V i j = V j i)
    (n m : ι → ℝ) :
    energy φ V m - energy φ V n = ∑ i, level φ V n i * (m i - n i)
      + 1 / 2 * ∑ i, ∑ j, V i j * (m i - n i) * (m j - n j) := by
  -- the two cross terms agree because V is symmetric
  have hx : ∑ i, ∑ j, V i j * n i * m j = ∑ i, ∑ j, V i j * m i * n j := by
    rw [Finset.sum_comm]
    refine Finset.sum_congr rfl fun i _ => Finset.sum_congr rfl fun j _ => ?_
    rw [hV j i]
    ring
  have hl : ∑ i, level φ V n i * (m i - n i) = ∑ i, φ i * m i - ∑ i, φ i * n i
      + ∑ i, ∑ j, V i j * m i * n j - ∑ i, ∑ j, V i j * n i * n j := by
    simp only [← Finset.sum_add_distrib, ← Finset.sum_sub_distrib]
    refine Finset.sum_congr rfl fun i _ => ?_
    have h (c : ℝ) : ∑ j, V i j * c * n j = c * ∑ j, V i j * n j := by
      rw [Finset.mul_sum]
      exact Finset.sum_congr rfl fun j _ => by ring
    rw [Finset.sum_sub_distrib, h, h, level]
    ring
  have hd : ∑ i, ∑ j, V i j * (m i - n i) * (m j - n j) =
      ∑ i, ∑ j, V i j * m i * m j - ∑ i, ∑ j, V i j * m i * n j
      - ∑ i, ∑ j, V i j * n i * m j + ∑ i, ∑ j, V i j * n i * n j := by
    simp only [← Finset.sum_add_distrib, ← Finset.sum_sub_distrib]
    exact Finset.sum_congr rfl fun i _ => Finset.sum_congr rfl fun j _ => by ring
  unfold energy
  linear_combination -hl - hd / 2 + hx / 2

end

end EnergyDifference
```

The error:

```
Main.lean:40:8: error: Tactic `rewrite` failed: Did not find an occurrence of the pattern
  ∑ x ∈ ?m.318, (?f x - ?g x)
in the target expression
  level φ V n i * (m i - n i) = φ i * m i - φ i * n i + ∑ j, V i j * m i * n j - ∑ j, V i j * n i * n j

ι : Type u_1
inst✝ : Fintype ι
φ : ι → ℝ
V : ι → ι → ℝ
hV : ∀ (i j : ι), V i j = V j i
n m : ι → ℝ
hx : ∑ i, ∑ j, V i j * n i * m j = ∑ i, ∑ j, V i j * m i * n j
i : ι
x✝ : i ∈ univ
h : ∀ (c : ℝ), ∑ j, V i j * c * n j = c * ∑ j, V i j * n j
⊢ level φ V n i * (m i - n i) = φ i * m i - φ i * n i + ∑ j, V i j * m i * n j - ∑ j, V i j * n i * n j
```

What went wrong. The error lies in the proof of `hl`. `rw [Finset.sum_sub_distrib]` looks for a sum whose summand is a difference, in order to split it, and the goal has none. The earlier `simp only` did merge the sums over `i`, and `Finset.sum_congr` then reduced the goal to a single `i`, but the two sums over `j` were still separate. The right-hand side is grouped as `(φ i * m i - φ i * n i + ∑ j, …) - ∑ j, …`, so the second sum is subtracted from the whole expression before it, not from the first sum alone, and the reversed `Finset.sum_sub_distrib` could not join the two.

So there is nothing to split, and the diff simply drops that rewrite. The two uses of `h` then apply directly, taking `m i` out of one sum and `n i` out of the other. Both leave the same sum `∑ j, V i j * n j`, which also appears when `level` is unfolded, and `ring` proves the remaining identity.

Lean accepts the file once it reads:

```diff
@@ -38,5 +38,5 @@
       rw [Finset.mul_sum]
       exact Finset.sum_congr rfl fun j _ => by ring
-    rw [Finset.sum_sub_distrib, h, h, level]
+    rw [h, h, level]
     ring
   have hd : ∑ i, ∑ j, V i j * (m i - n i) * (m j - n j) =
```
